# Ratio of the second-harmonic and Pockels dispersion excesses in an undamped model with one resonance frequency

With `x = (w/w0)^2`, the file defines real dispersion factors without damping for second-harmonic generation, 1/((1 − x)(1 − 4x)), and for the Pockels effect, (1 − x/3)/(1 − x)². Both equal 1 in the static limit x = 0. The theorem states that for 0 < x < 1/4 the excess of the first factor over 1, divided by that of the second, is 3(5 − 4x)(1 − x)/((5 − 3x)(1 − 4x)). The factors are taken as definitions, not derived from a Hamiltonian. The attempt writes each excess as a fraction with x in its numerator, then substitutes both and simplifies the quotient.

In Lean, a first try:

```lean
import Mathlib

open Filter Topology

namespace ExcessRatio

noncomputable section

/-- Dispersion factor of second-harmonic generation as a function of `x = (w/w0)^2`,
for `x` different from `1` and `1/4`. -/
def shgFactor (x : ℝ) : ℝ := 1 / ((1 - x) * (1 - 4 * x))

/-- Dispersion factor of the Pockels effect as a function of `x = (w/w0)^2`,
for `x` different from `1`. -/
def pockelsFactor (x : ℝ) : ℝ := (1 - x / 3) / (1 - x) ^ 2

/-- Closed form, for `0 < x < 1/4`, of the ratio of the two dispersion excesses over the
static limit. -/
theorem excess_ratio {x : ℝ} (hx : 0 < x) (h : x < 1 / 4) :
    (shgFactor x - 1) / (pockelsFactor x - 1) =
      3 * ((5 - 4 * x) * (1 - x)) / ((5 - 3 * x) * (1 - 4 * x)) := by
  have h0 : x ≠ 0 := hx.ne'
  have h1 : 1 - x ≠ 0 := (by linarith : 0 < 1 - x).ne'
  have h4 : 1 - 4 * x ≠ 0 := (by linarith : 0 < 1 - 4 * x).ne'
  have h5 : 5 - 3 * x ≠ 0 := (by linarith : 0 < 5 - 3 * x).ne'
  -- both excesses are proportional to x, which cancels in the ratio
  have hS : shgFactor x - 1 = x * (5 - 4 * x) / ((1 - x) * (1 - 4 * x)) := by
    unfold shgFactor
    field_simp <;> ring
  have hP : pockelsFactor x - 1 = x * (5 - 3 * x) / (3 * (1 - x) ^ 2) := by
    unfold pockelsFactor
    field_simp <;> ring
  rw [hS, hP]
  field_simp

end

end ExcessRatio
```

The error:

```
Try this:
  [apply] ring_nf
  
  The `ring` tactic failed to close the goal. Use `ring_nf` to obtain a normal form.
    
  Note that `ring` works primarily in *commutative* rings. If you have a noncommutative ring, abelian group or module, consider using `noncomm_ring`, `abel` or `module` instead.
Main.lean:27:75: error: unsolved goals
x : ℝ
hx : 0 < x
h : x < 1 / 4
h0 : x ≠ 0
h1 : 1 - x ≠ 0
h4 : 1 - 4 * x ≠ 0
h5 : 5 - 3 * x ≠ 0
⊢ -1 + x + (1 - x * 4)⁻¹ = x * (1 - x * 4)⁻¹ * 5 - x ^ 2 * (1 - x * 4)⁻¹ * 4
```

Cause. The error is in `hS`, the formula for the second-harmonic excess. The remaining goal still contains `(1 - x * 4)⁻¹`: `field_simp` cleared the factor `1 - x` but not `1 - 4 * x`, although `h4` says the latter is nonzero. The messages do not show why. To finish, one must cancel `1 - 4 * x` against its inverse, which needs `h4`, and `ring` does not use such hypotheses. It therefore fails to close the goal, and the "Try this" message suggests `ring_nf` instead.

The repair does the cancellation explicitly. `hD` states that the whole denominator is nonzero, and `eq_div_iff hD` multiplies the right-hand fraction out. On the left, `div_mul_cancel₀ (1 : ℝ) hD` supplies the fact that 1 divided by the denominator, times the denominator, is 1. `linear_combination` uses this equation, and what remains is a polynomial identity that `ring` can prove.

The other changes are mere tidying: in `hP`, where no error was reported, `<;>` becomes two successive steps, and the comment now speaks of a factor x instead of proportionality.

The repair, with which the file compiles:

```diff
@@ -24,11 +24,13 @@
   have h4 : 1 - 4 * x ≠ 0 := (by linarith : 0 < 1 - 4 * x).ne'
   have h5 : 5 - 3 * x ≠ 0 := (by linarith : 0 < 5 - 3 * x).ne'
-  -- both excesses are proportional to x, which cancels in the ratio
+  -- both excesses contain a factor x, which cancels in the ratio
   have hS : shgFactor x - 1 = x * (5 - 4 * x) / ((1 - x) * (1 - 4 * x)) := by
-    unfold shgFactor
-    field_simp <;> ring
+    have hD := mul_ne_zero h1 h4
+    rw [shgFactor, eq_div_iff hD]
+    linear_combination div_mul_cancel₀ (1 : ℝ) hD
   have hP : pockelsFactor x - 1 = x * (5 - 3 * x) / (3 * (1 - x) ^ 2) := by
     unfold pockelsFactor
-    field_simp <;> ring
+    field_simp
+    ring
   rw [hS, hP]
   field_simp
```
